# The mean of a product of n independent ±1 spins of common mean m is mⁿ

The lemma `mean_cluster` concerns independent spins of value ±1 on a finite set of sites, all with the same mean m. It states that the product of the spins over a set S of sites has mean m to the power |S|, the number of sites in S. The mean is a weighted sum over all configurations, and the identity holds for every real m, though the weights are probabilities only for −1 ≤ m ≤ 1. The proof takes the overlap formula `gram_apply` with the empty set as second cluster, whose cluster function is the constant 1, and then tries to simplify the result to the claim.

The failing Lean file:

```lean
import Mathlib

open Matrix

namespace MeanCluster

noncomputable section

variable {ι : Type*} [Fintype ι] [DecidableEq ι]

/-- The spin at site `i` in the configuration whose up spins occupy the set `U`:
`+1` on `U` and `-1` elsewhere. -/
def spin (U : Finset ι) (i : ι) : ℝ := if i ∈ U then 1 else -1

/-- The cluster function of `S`: the product of the spins over the sites of `S`. -/
def cluster (S U : Finset ι) : ℝ := ∏ i ∈ S, spin U i

/-- The weight of a configuration for independent spins of common mean `m`;
it is a probability for `-1 ≤ m ≤ 1`. -/
def prob (m : ℝ) (U : Finset ι) : ℝ := ∏ i, (1 + m * spin U i) / 2

/-- The mean of an observable `F` over all configurations, weighted by `prob m`. -/
def mean (m : ℝ) (F : Finset ι → ℝ) : ℝ := ∑ U, prob m U * F U

/-- The Gram matrix of all cluster functions: its entries are the means of the products
of two cluster functions. -/
def gram (m : ℝ) : Matrix (Finset ι) (Finset ι) ℝ :=
  Matrix.of fun S T => mean m (fun U => cluster S U * cluster T U)

/-- A sum over all subsets of sites of a product of single-site factors is the product of
the single-site sums. -/
theorem sum_prod_sites (a b : ι → ℝ) :
    ∑ U : Finset ι, ∏ i, (if i ∈ U then a i else b i) = ∏ i, (a i + b i) := by
  rw [Finset.prod_add, Finset.powerset_univ]
  refine Finset.sum_congr rfl fun U _ => ?_
  rw [← Finset.prod_sdiff (Finset.subset_univ U), mul_comm]
  congr 1
  · exact Finset.prod_congr rfl fun i hi => if_pos hi
  · exact Finset.prod_congr rfl fun i hi => if_neg (Finset.mem_sdiff.mp hi).2

/-- A product over a cluster is a product over all sites with factor one outside the
cluster. -/
theorem prod_over (S : Finset ι) (f : ι → ℝ) :
    ∏ i ∈ S, f i = ∏ i, (if i ∈ S then f i else 1) := by
  rw [Finset.prod_ite_mem, Finset.univ_inter]

/-- The overlap of the cluster functions of `S` and `T` is `m` to the number of sites that
lie in exactly one of the two clusters. -/
theorem gram_apply (m : ℝ) (S T : Finset ι) :
    gram m S T = m ^ (symmDiff S T).card := by
  -- the weighted product of two cluster functions factorises over the sites
  have key : ∀ U : Finset ι, prob m U * (cluster S U * cluster T U) =
      ∏ i, (if i ∈ U then (1 + m) / 2 else
        ((1 - m) / 2 * (if i ∈ S then (-1 : ℝ) else 1) * (if i ∈ T then (-1 : ℝ) else 1))) := by
    intro U
    simp only [prob, cluster]
    rw [prod_over S, prod_over T, ← Finset.prod_mul_distrib, ← Finset.prod_mul_distrib]
    refine Finset.prod_congr rfl fun i _ => ?_
    by_cases hU : i ∈ U <;> by_cases hS : i ∈ S <;> by_cases hT : i ∈ T <;>
      simp only [spin, hU, hS, hT, if_true, if_false] <;> ring
  simp only [gram, Matrix.of_apply, mean, key]
  rw [sum_prod_sites, ← Finset.prod_const, prod_over (symmDiff S T)]
  refine Finset.prod_congr rfl fun i _ => ?_
  by_cases hS : i ∈ S <;> by_cases hT : i ∈ T <;>
    simp only [Finset.mem_symmDiff, hS, hT, if_true, if_false, not_true_eq_false,
      not_false_eq_true, and_true, and_false, or_false, false_or] <;> ring

/-- The mean of the cluster function of `S` is `m` to the number of sites in `S`. -/
theorem mean_cluster (m : ℝ) (S : Finset ι) : mean m (cluster S) = m ^ S.card := by
  have h := gram_apply m S ∅
  have hS : symmDiff S ∅ = S := by
    ext i
    simp [Finset.mem_symmDiff]
  rw [hS] at h
  simpa [gram, cluster] using h

end

end MeanCluster
```

Compiling this gives:

```
Main.lean:75:2: error: Type mismatch: After simplification, term
  h
 has type
  @Eq ℝ (mean m fun U => ∏ i ∈ S, spin U i) (m ^ S.card)
but is expected to have type
  @Eq ℝ (mean m (cluster S)) (m ^ S.card)
```

Diagnosis. The message says that the simplified `h` and the simplified goal differ in form: `h` has the written-out product `fun U => ∏ i ∈ S, spin U i` where the goal still has `cluster S`. The definition of `cluster` takes two arguments, and `simp` unfolds it only where both are present. In `h` they were, under the `fun U`; in the goal `cluster S` stands without its configuration, so it stayed folded. The two functions are equal by definition, but the closing comparison in `simpa` does not unfold an ordinary definition such as `cluster` to see this.

The repair simplifies only `h` and closes the goal with `exact h`, whose check does unfold `cluster`. That is the cure. The explicit list of lemmas in `simp only` is mere tidying, since the message shows that the old call had already brought `h` to the form needed.

As a diff, the version that Lean accepts:

```diff
@@ -73,5 +73,6 @@
     simp [Finset.mem_symmDiff]
   rw [hS] at h
-  simpa [gram, cluster] using h
+  simp only [gram, Matrix.of_apply, cluster, Finset.prod_empty, mul_one] at h
+  exact h
 
 end
```
